# At a fixed energy above the small-component spectrum, omitting small-small repulsion never raises the folded Hamiltonian

**Q:** Suppose I run a four-component mean-field calculation and leave out the repulsion among small-component functions. I expect the orbital energies to drop. You offer me a matrix inequality at fixed energy, but the energy is what changes. What does the inequality say about my calculation?

**A:** Start with the equations for one orbital, in atomic units and with the energy E measured from the rest energy. The large component a and the small component b satisfy

V a + c K b = E a

c K a + (W + S − 2c²) b = E b

Here V and W are the potentials acting on the two components, K is the matrix of σ·p, and S is the small-small repulsion. In a Hartree–Fock calculation exchange also couples a to b; that coupling is left out here. The second equation gives b = c M⁻¹ K a, with

M(S,E) = 2c² + E − W − S

Inserting b into the first leaves (V + F(S,E)) a = E a, where

F(S,E) = c² K M(S,E)⁻¹ K

**Q:** And the formal objects are these same matrices?

**A:** Yes. They are complex matrices over a finite index type `n`, with `E` and `c` real. Both components are expanded in the same orthonormal basis, so the overlap is the identity and K is square and Hermitian. This is a simplification: practical calculations usually build a separate small-component basis by kinetic balance.

```lean
import Mathlib

open Matrix Filter Topology
open scoped ComplexOrder

namespace SmallSmallRepulsion

noncomputable section

variable {n : Type*} [Fintype n] [DecidableEq n]
```

M is `smallBlock`:

```lean
/-- The small-component block `2c² + E - W - S`, with potential `W` and small-small
repulsion `S`. -/
def smallBlock (W S : Matrix n n ℂ) (E c : ℝ) : Matrix n n ℂ :=
  ((2 * c ^ 2 + E : ℝ) : ℂ) • (1 : Matrix n n ℂ) - W - S
```

F is `foldedTerm`:

```lean
/-- The term `c² K (2c² + E - W - S)⁻¹ K` that elimination of the small component adds to the
large-component Hamiltonian; it has this meaning only where the small-component block is invertible.
-/
def foldedTerm (K W S : Matrix n n ℂ) (E c : ℝ) : Matrix n n ℂ :=
  ((c ^ 2 : ℝ) : ℂ) • (K * (smallBlock W S E c)⁻¹ * K)
```

The elimination itself is done only in the equations above; the file starts from its result.

**Q:** S enters M with a minus sign and M is then inverted. For matrices that don't commute, why does the order simply reverse?

**A:** Let M and N be invertible and put D = N − M. Multiplying out gives

M⁻¹ − N⁻¹ = M⁻¹ D N⁻¹

The proof in Lean is the same expansion, with M⁻¹M and NN⁻¹ cancelled.

```lean
/-- Resolvent identity: the inverses of two invertible matrices differ by
`M⁻¹ (N - M) N⁻¹`. -/
theorem inv_sub_inv_eq {M N : Matrix n n ℂ} (hM : IsUnit M.det) (hN : IsUnit N.det) :
    M⁻¹ - N⁻¹ = M⁻¹ * (N - M) * N⁻¹ := by
  rw [mul_sub, sub_mul, mul_assoc M⁻¹ N, Matrix.mul_nonsing_inv N hN,
    Matrix.nonsing_inv_mul M hM, mul_one, one_mul]
```

The right side is not visibly positive. Exchanging the roles of M and N gives M⁻¹ − N⁻¹ = N⁻¹ D M⁻¹ as well. Now substitute M⁻¹ = N⁻¹ + M⁻¹ D N⁻¹ into that:

M⁻¹ − N⁻¹ = N⁻¹ D N⁻¹ + (N⁻¹ D) M⁻¹ (N⁻¹ D)†

If M is positive definite and D is positive semidefinite, N = M + D is positive definite too. Both terms then have the form B X B† with X positive semidefinite. In the proof, `r'` is the exchanged identity and `key` is this sum.

```lean
/-- Inversion reverses the operator order: if `M` is positive definite and `N - M` is positive
semidefinite, then `M⁻¹ - N⁻¹` is positive semidefinite. -/
theorem inv_sub_inv_posSemidef {M N : Matrix n n ℂ} (hM : M.PosDef)
    (hNM : (N - M).PosSemidef) : (M⁻¹ - N⁻¹).PosSemidef := by
  have hN : N.PosDef := by
    have h := hM.add_posSemidef hNM
    rwa [add_sub_cancel] at h
  have uM : IsUnit M.det := (Matrix.isUnit_iff_isUnit_det M).mp hM.isUnit
  have uN : IsUnit N.det := (Matrix.isUnit_iff_isUnit_det N).mp hN.isUnit
  have r := inv_sub_inv_eq uM uN
  have r' : M⁻¹ - N⁻¹ = N⁻¹ * (N - M) * M⁻¹ := by
    rw [mul_sub, sub_mul, mul_assoc N⁻¹ M, Matrix.mul_nonsing_inv M uM,
      Matrix.nonsing_inv_mul N uN, mul_one, one_mul]
  have hNi : (N⁻¹)ᴴ = N⁻¹ := hN.inv.isHermitian.eq
  have hD : (N - M)ᴴ = N - M := hNM.isHermitian.eq
  -- inserting the identity into itself gives a sum of two congruences
  have key : M⁻¹ - N⁻¹ = N⁻¹ * (N - M) * (N⁻¹)ᴴ
      + (N⁻¹ * (N - M)) * M⁻¹ * (N⁻¹ * (N - M))ᴴ := by
    rw [Matrix.conjTranspose_mul, hNi, hD]
    calc M⁻¹ - N⁻¹ = N⁻¹ * (N - M) * M⁻¹ := r'
      _ = N⁻¹ * (N - M) * (N⁻¹ + M⁻¹ * (N - M) * N⁻¹) := by
          rw [← r, add_sub_cancel]
      _ = _ := by rw [mul_add]; simp only [mul_assoc]
  rw [key]
  exact (hNM.mul_mul_conjTranspose_same _).add
    (hM.inv.posSemidef.mul_mul_conjTranspose_same _)
```

**Q:** Would an invertible M be enough?

**A:** No. For 1×1 matrices take M = −1 and D = 2, so N = 1 and M⁻¹ − N⁻¹ = −2. Physically, positive definiteness of M(S,E) says that E lies above every eigenvalue of W + S − 2c², the part of the Hamiltonian that acts within the small component. That is the usual situation for electronic states, but here it is assumed, not derived. It also makes W Hermitian once S is, so the file has no separate hypothesis for that.

**Q:** Then F falls when S is removed.

**A:** It falls or stays the same, and raising the energy acts in the same direction. Going from (S,E) to (S′,E′) changes the block by

M(S′,E′) − M(S,E) = (E′ − E) + (S − S′)

This is positive semidefinite when E ≤ E′ and S − S′ is positive semidefinite. Apply the inverse inequality, multiply by the Hermitian K on both sides and by c² ≥ 0, and the result is F(S,E) − F(S′,E′) ≥ 0. In the code, `hdiff` is the displayed difference and `hinv` the inverse inequality.

```lean
/-- For Hermitian `K` and a positive definite small-component block at `(S, E)`, the folded term
does not increase when the repulsion is reduced from `S` to `S'` and the energy raised from
`E` to `E'`. -/
theorem foldedTerm_mono {K W S S' : Matrix n n ℂ} {E E' c : ℝ} (hK : K.IsHermitian)
    (hpos : (smallBlock W S E c).PosDef) (hS : (S - S').PosSemidef) (hE : E ≤ E') :
    (foldedTerm K W S E c - foldedTerm K W S' E' c).PosSemidef := by
  have hdiff : smallBlock W S' E' c - smallBlock W S E c
      = ((E' - E : ℝ) : ℂ) • (1 : Matrix n n ℂ) + (S - S') := by
    simp only [smallBlock]
    push_cast
    module
  have hE0 : (0 : ℂ) ≤ ((E' - E : ℝ) : ℂ) := Complex.zero_le_real.mpr (sub_nonneg.mpr hE)
  have hc0 : (0 : ℂ) ≤ ((c ^ 2 : ℝ) : ℂ) := Complex.zero_le_real.mpr (sq_nonneg c)
  have hinv := inv_sub_inv_posSemidef (N := smallBlock W S' E' c) hpos (by
    rw [hdiff]
    exact (Matrix.PosSemidef.one.smul hE0).add hS)
  have h := (hinv.mul_mul_conjTranspose_same K).smul hc0
  rw [hK.eq, mul_sub, sub_mul, smul_sub] at h
  exact h
```

Let S be positive semidefinite, as direct Coulomb repulsion minus exchange is in Hartree–Fock theory. Setting S′ = 0 and E′ = E then gives the comparison at fixed energy:

```lean
/-- Omitting a positive semidefinite small-small repulsion `S` does not raise the folded term at
fixed energy, for Hermitian `K` and positive definite `2c² + E - W - S`. -/
theorem foldedTerm_sub_posSemidef {K W S : Matrix n n ℂ} {E c : ℝ} (hK : K.IsHermitian)
    (hS : S.PosSemidef) (hpos : (smallBlock W S E c).PosDef) :
    (foldedTerm K W S E c - foldedTerm K W 0 E c).PosSemidef :=
  foldedTerm_mono hK hpos (by rwa [sub_zero]) le_rfl
```

**Q:** How large is the change?

**A:** Since M(0,E) − M(S,E) = S, the resolvent identity gives

c² (F(S,E) − F(0,E)) = K (c² M(S,E)⁻¹) S (c² M(0,E)⁻¹) K

So we need the limit of c²M⁻¹. Divided by c², the block is 2 + (E − W − S)/c², which tends to 2:

```lean
omit [Fintype n] in
/-- Divided by `c²`, the small-component block tends to twice the identity as `c` grows. -/
theorem tendsto_scaled_smallBlock (W S : Matrix n n ℂ) (E : ℝ) :
    Tendsto (fun c : ℝ => (((c ^ 2)⁻¹ : ℝ) : ℂ) • smallBlock W S E c) atTop
      (𝓝 ((2 : ℂ) • (1 : Matrix n n ℂ))) := by
  have h0 : Tendsto (fun c : ℝ => (((c ^ 2)⁻¹ : ℝ) : ℂ)) atTop (𝓝 0) := by
    have h := (Complex.continuous_ofReal.tendsto 0).comp
      (tendsto_inv_atTop_zero.comp (tendsto_pow_atTop (α := ℝ) two_ne_zero))
    simpa only [Complex.ofReal_zero, Function.comp_def] using h
  have h1 := (h0.smul_const ((E : ℂ) • (1 : Matrix n n ℂ) - W - S)).const_add
    ((2 : ℂ) • (1 : Matrix n n ℂ))
  rw [zero_smul, add_zero] at h1
  refine h1.congr' ?_
  filter_upwards [eventually_ne_atTop (0 : ℝ)] with c hc
  have hk : (((c ^ 2)⁻¹ : ℝ) : ℂ) * ((c ^ 2 : ℝ) : ℂ) = 1 := by
    rw [← Complex.ofReal_mul, inv_mul_cancel₀ (pow_ne_zero 2 hc), Complex.ofReal_one]
  have hs : smallBlock W S E c = (2 * ((c ^ 2 : ℝ) : ℂ)) • (1 : Matrix n n ℂ)
      + ((E : ℂ) • (1 : Matrix n n ℂ) - W - S) := by
    simp only [smallBlock]
    push_cast
    module
  have h2 : (((c ^ 2)⁻¹ : ℝ) : ℂ) * (2 * ((c ^ 2 : ℝ) : ℂ)) = 2 := by
    linear_combination 2 * hk
  rw [hs, smul_add, smul_smul, h2]
```

Its determinant therefore tends to a nonzero number, and M is invertible for all large enough c. Writing the inverse as adjugate over determinant shows that it is continuous at 2, hence c²M⁻¹ → 1/2.

```lean
/-- As `c` grows the small-component block becomes invertible, and `c²` times its inverse tends
to one half of the identity. -/
theorem smallBlock_inv_limit (W S : Matrix n n ℂ) (E : ℝ) :
    (∀ᶠ c : ℝ in atTop, IsUnit (smallBlock W S E c).det) ∧
    Tendsto (fun c : ℝ => ((c ^ 2 : ℝ) : ℂ) • (smallBlock W S E c)⁻¹) atTop
      (𝓝 ((1 / 2 : ℂ) • (1 : Matrix n n ℂ))) := by
  have hX := tendsto_scaled_smallBlock W S E
  have cdet : Continuous (fun A : Matrix n n ℂ => A.det) := continuous_id.matrix_det
  have cadj : Continuous (fun A : Matrix n n ℂ => A.adjugate) := continuous_id.matrix_adjugate
  have h2 : ((2 : ℂ) • (1 : Matrix n n ℂ)).det ≠ 0 := by simp
  have hdet := (cdet.tendsto _).comp hX
  have hunit : ∀ᶠ c : ℝ in atTop, IsUnit (smallBlock W S E c).det := by
    filter_upwards [hdet.eventually_ne h2] with c hc
    refine isUnit_iff_ne_zero.mpr fun h => hc ?_
    simp only [Function.comp_apply, Matrix.det_smul, h, mul_zero]
  refine ⟨hunit, ?_⟩
  -- the inverse is the adjugate over the determinant, hence continuous at `2`
  have hinv : Tendsto (fun c : ℝ => ((((c ^ 2)⁻¹ : ℝ) : ℂ) • smallBlock W S E c)⁻¹) atTop
      (𝓝 ((2 : ℂ) • (1 : Matrix n n ℂ))⁻¹) := by
    simp only [Matrix.inv_def, Ring.inverse_eq_inv']
    exact (hdet.inv₀ h2).smul ((cadj.tendsto _).comp hX)
  have hhalf : ((2 : ℂ) • (1 : Matrix n n ℂ))⁻¹ = (1 / 2 : ℂ) • (1 : Matrix n n ℂ) := by
    apply Matrix.inv_eq_right_inv
    rw [Matrix.smul_mul, Matrix.mul_smul, smul_smul, mul_one]
    norm_num
  rw [hhalf] at hinv
  refine hinv.congr' ?_
  filter_upwards [hunit, eventually_ne_atTop (0 : ℝ)] with c hu hc
  apply Matrix.inv_eq_right_inv
  rw [Matrix.smul_mul, Matrix.mul_smul, smul_smul, Matrix.mul_nonsing_inv _ hu,
    ← Complex.ofReal_mul, inv_mul_cancel₀ (pow_ne_zero 2 hc), Complex.ofReal_one, one_smul]
```

The two factors of 1/2 combine to KSK/4. In Lean, `h` is the limit of the product, and `congr'` replaces the product by the difference of folded terms wherever both blocks are invertible.

```lean
/-- The change of the folded term caused by the small-small repulsion `S`, multiplied by `c²`,
tends to `K S K / 4` as `c` grows at fixed energy. -/
theorem tendsto_repulsion_shift (K W S : Matrix n n ℂ) (E : ℝ) :
    Tendsto (fun c : ℝ => ((c ^ 2 : ℝ) : ℂ) • (foldedTerm K W S E c - foldedTerm K W 0 E c))
      atTop (𝓝 ((1 / 4 : ℂ) • (K * S * K))) := by
  obtain ⟨uS, lS⟩ := smallBlock_inv_limit W S E
  obtain ⟨u0, l0⟩ := smallBlock_inv_limit W 0 E
  have h := (((lS.const_mul K).mul_const S).mul l0).mul_const K
  have hlim : K * ((1 / 2 : ℂ) • (1 : Matrix n n ℂ)) * S * ((1 / 2 : ℂ) • (1 : Matrix n n ℂ)) * K
      = (1 / 4 : ℂ) • (K * S * K) := by
    simp only [Matrix.mul_smul, Matrix.smul_mul, smul_smul, mul_one]
    norm_num
  rw [hlim] at h
  refine h.congr' ?_
  filter_upwards [uS, u0] with c hS h0
  have hdiff : smallBlock W 0 E c - smallBlock W S E c = S := by
    simp only [smallBlock]
    abel
  have r := inv_sub_inv_eq hS h0
  rw [hdiff] at r
  symm
  simp only [foldedTerm]
  rw [← smul_sub, ← sub_mul, ← mul_sub, r]
  simp only [Matrix.mul_smul, Matrix.smul_mul, smul_smul, Matrix.mul_assoc]
```

**Q:** So my orbital energies shift at order c⁻²?

**A:** The limit concerns the matrix F at fixed E, with K, W and S independent of c. It gives no rate for the eigenvalues. In a self-consistent calculation S is also built from the small-component density, which itself shrinks as c grows, so there the effect is of higher order than c⁻².

**Q:** That leaves my first objection. The Hamiltonian with S is evaluated at E, the one without S at another energy.

**A:** The last theorem compares the two energies. Let S be positive semidefinite, and let E and a ≠ 0 solve the equation with S, with M(S,E) positive definite. Let E₀ be such that V + F(0,E₀) − E₀ is positive semidefinite. This holds when E₀ is the lowest eigenvalue of its own Hermitian V + F(0,E₀), as the electronic ground level without S normally is. A negative-energy level can meet the condition too, so the condition alone does not single out the electronic level. Then E₀ ≤ E.

Suppose instead that E < E₀. Monotonicity in both arguments gives F(S,E) − F(0,E₀) ≥ 0. Adding the condition on E₀ yields

V + F(S,E) − E₀ ≥ 0

For normalised a, the expectation value of the left side is E − E₀, which is negative: a contradiction. The code leaves a unnormalised, so the value is (E − E₀) a†a; `h2` supplies a†a > 0, and `nlinarith` finds the conflict of signs.

```lean
/-- Let `E` be an energy with positive semidefinite repulsion `S`, solving `(V + F(S,E)) a = E a`
with `a ≠ 0`, Hermitian `K` and positive definite `2c² + E - W - S`. If without repulsion
`V + F(0,E₀) - E₀` is positive semidefinite, then `E₀ ≤ E`. -/
theorem energy_lowered_without_repulsion {K V W S : Matrix n n ℂ} {E E₀ c : ℝ} {a : n → ℂ}
    (hK : K.IsHermitian) (hS : S.PosSemidef) (hpos : (smallBlock W S E c).PosDef)
    (ha : a ≠ 0) (heig : (V + foldedTerm K W S E c) *ᵥ a = (E : ℂ) • a)
    (hE₀ : (V + foldedTerm K W 0 E₀ c - (E₀ : ℂ) • (1 : Matrix n n ℂ)).PosSemidef) :
    E₀ ≤ E := by
  by_contra hlt
  have hlt' : E < E₀ := not_le.mp hlt
  -- if `E < E₀`, the Hamiltonian with repulsion at `E` is bounded below by `E₀`
  have hP := hE₀.add (foldedTerm_mono (S' := 0) hK hpos (by rwa [sub_zero]) hlt'.le)
  have hsum : V + foldedTerm K W 0 E₀ c - (E₀ : ℂ) • (1 : Matrix n n ℂ)
      + (foldedTerm K W S E c - foldedTerm K W 0 E₀ c)
      = (V + foldedTerm K W S E c) - (E₀ : ℂ) • (1 : Matrix n n ℂ) := by abel
  rw [hsum] at hP
  have h1 := hP.dotProduct_mulVec_nonneg a
  have hvec : ((V + foldedTerm K W S E c) - (E₀ : ℂ) • (1 : Matrix n n ℂ)) *ᵥ a
      = ((E - E₀ : ℝ) : ℂ) • a := by
    rw [Matrix.sub_mulVec, heig, Matrix.smul_mulVec, Matrix.one_mulVec, ← sub_smul,
      Complex.ofReal_sub]
  rw [hvec, dotProduct_smul, smul_eq_mul] at h1
  have h2 := (Matrix.PosDef.one (n := n) (R := ℂ)).dotProduct_mulVec_pos ha
  rw [Matrix.one_mulVec] at h2
  -- the expectation value of `E - E₀` would be both negative and nonnegative
  have h3 := (Complex.le_def.mp h1).1
  have h4 := (Complex.lt_def.mp h2).1
  rw [Complex.re_ofReal_mul, Complex.zero_re] at h3
  rw [Complex.zero_re] at h4
  nlinarith [mul_pos (sub_pos.mpr hlt') h4]

end

end SmallSmallRepulsion
```

**Q:** What may I then conclude about a calculation without these integrals?

**A:** For one orbital equation in a finite basis, with V, W and a positive semidefinite S held fixed, take an electronic ground level E₀ without S that is the lowest eigenvalue of V + F(0,E₀). It lies at or below every level E with S for which M(S,E) is positive definite. The theorem takes E₀ as given and does not construct it. It does not pair up excited levels, and it does not follow how the mean field responds to the omission.

```lean
#print axioms SmallSmallRepulsion.foldedTerm_sub_posSemidef
#print axioms SmallSmallRepulsion.tendsto_repulsion_shift
#print axioms SmallSmallRepulsion.energy_lowered_without_repulsion
```

```
'SmallSmallRepulsion.foldedTerm_sub_posSemidef' depends on axioms: [propext, Classical.choice, Quot.sound]
'SmallSmallRepulsion.tendsto_repulsion_shift' depends on axioms: [propext, Classical.choice, Quot.sound]
'SmallSmallRepulsion.energy_lowered_without_repulsion' depends on axioms: [propext, Classical.choice, Quot.sound]
```
